# A cubic error bound for the energy extrapolated to zero smearing

## Energies at one smearing width

Let F(s) be the electronic free energy at smearing width s, for fixed nuclei and a fixed number of electrons per cell, in the limit of a dense k-point mesh. The width is an energy; for Fermi–Dirac occupations it is s = k_B T, and the entropy is then measured in units of k_B. The target is F(0), the zero-smearing energy in that limit. On a finite mesh the levels are discrete, and a metal shows the quadratic smearing error discussed below only at widths well above the level spacing near the Fermi energy.

In Lean, F is a function `F : ℝ → ℝ`, and its derivatives F′, F″, F‴ are `deriv F`, `deriv (deriv F)` and `deriv (deriv (deriv F))`. The closed interval [0, s] is written `Icc 0 s`.

```lean
import Mathlib

open Set

namespace ZeroSmearingExtrapolation

noncomputable section
```

The entropy is defined by the thermodynamic relation

S(s) = −F′(s).

A code computes S from the occupations. That this agrees with −F′ holds for a variational free energy, and here it enters through the definition.

```lean
/-- The electronic entropy `S = -dF/ds` belonging to the free energy `F` at smearing width `s`. -/
def entropy (F : ℝ → ℝ) (s : ℝ) : ℝ := -deriv F s
```

The internal energy is the free energy with the entropy term removed:

E(s) = F(s) + s S(s) = F(s) − s F′(s).

```lean
/-- The internal energy `E = F + s S` at smearing width `s`. -/
def internalEnergy (F : ℝ → ℝ) (s : ℝ) : ℝ := F s + s * entropy F s
```

The extrapolated energy is the mean of the two:

(E(s) + F(s))/2 = F(s) − s F′(s)/2.

```lean
/-- The extrapolated energy `(E + F) / 2`, built from a calculation at one smearing width `s`. -/
def extrapolatedEnergy (F : ℝ → ℝ) (s : ℝ) : ℝ := (internalEnergy F s + F s) / 2
```

## From a bound on the slope to a bound on the value

Suppose g(0) = 0 and |g′(t)| ≤ C tⁿ on [0, s]. Integrating from 0 gives, for every t in that interval,

|g(t)| ≤ ∫₀ᵗ C uⁿ du = C tⁿ⁺¹/(n+1).

The Lean proof compares slopes instead of integrating. The step `hB` checks that the right-hand side has derivative C tⁿ, and a Mathlib comparison theorem then says that |g|, which starts at zero and grows no faster, stays below it.

```lean
/-- A quantity that vanishes at zero smearing and whose slope is at most `C t ^ n` in size
is itself at most `C t ^ (n + 1) / (n + 1)` in size. -/
theorem abs_le_of_slope_le {g g' : ℝ → ℝ} {C s : ℝ} (n : ℕ)
    (hg : ∀ t, HasDerivAt g (g' t) t) (h0 : g 0 = 0)
    (hb : ∀ t ∈ Icc 0 s, |g' t| ≤ C * t ^ n) :
    ∀ t ∈ Icc 0 s, |g t| ≤ C * t ^ (n + 1) / ((n : ℝ) + 1) := by
  have hn : (n : ℝ) + 1 ≠ 0 := by positivity
  have hB : ∀ t : ℝ, HasDerivAt (fun t : ℝ => C * t ^ (n + 1) / ((n : ℝ) + 1)) (C * t ^ n) t := by
    intro t
    refine (((hasDerivAt_pow (n + 1) t).const_mul C).div_const ((n : ℝ) + 1)).congr_deriv ?_
    rw [Nat.add_sub_cancel]
    push_cast
    field_simp
  intro t ht
  exact image_norm_le_of_norm_deriv_right_le_deriv_boundary
    (fun x _ => (hg x).continuousAt.continuousWithinAt)
    (fun x _ => (hg x).hasDerivWithinAt) (by simp [h0]) hB
    (fun x hx => hb x (Ico_subset_Icc_self hx)) ht
```

The lemma needs actual derivatives. The hypothesis `ContDiff ℝ 3 F` says that F is three times continuously differentiable on the whole real line, so a physical F, known only for s ≥ 0, must have a smooth continuation to negative widths. The next lemma removes one order of differentiability at a time and returns the three derivatives.

```lean
/-- A three times continuously differentiable free energy has a first, a second and a third
derivative at every smearing width. -/
theorem hasDerivAt_chain {F : ℝ → ℝ} (hF : ContDiff ℝ 3 F) :
    (∀ t, HasDerivAt F (deriv F t) t) ∧
    (∀ t, HasDerivAt (deriv F) (deriv (deriv F) t) t) ∧
    (∀ t, HasDerivAt (deriv (deriv F)) (deriv (deriv (deriv F)) t) t) := by
  rw [← two_add_one_eq_three] at hF
  obtain ⟨d0, -, h2⟩ := contDiff_succ_iff_deriv.1 hF
  rw [← one_add_one_eq_two] at h2
  obtain ⟨d1, -, h1⟩ := contDiff_succ_iff_deriv.1 h2
  have d2 := (contDiff_one_iff_deriv.1 h1).1
  exact ⟨fun t => (d0 t).hasDerivAt, fun t => (d1 t).hasDerivAt, fun t => (d2 t).hasDerivAt⟩
```

## Opposite quadratic errors in F and E

Let M bound |F‴| on [0, s]. The function F″(t) − F″(0) vanishes at t = 0 and has slope F‴(t), so the case n = 0 gives

|F″(t) − F″(0)| ≤ M t.

```lean
/-- If `|F'''| ≤ M` up to the smearing width `s`, the curvature of the free energy changes
by at most `M t` between zero smearing and `t`. -/
theorem curvature_change {F : ℝ → ℝ} {M s : ℝ} (hF : ContDiff ℝ 3 F)
    (hM : ∀ t ∈ Icc 0 s, |deriv (deriv (deriv F)) t| ≤ M) :
    ∀ t ∈ Icc 0 s, |deriv (deriv F) t - deriv (deriv F) 0| ≤ M * t := by
  obtain ⟨-, -, h3⟩ := hasDerivAt_chain hF
  intro t ht
  have h := abs_le_of_slope_le (C := M) 0
    (fun t => (h3 t).sub_const (deriv (deriv F) 0)) (sub_self _)
    (fun t ht => by simpa using hM t ht) t ht
  simpa using h
```

Write c = F″(0), and assume F′(0) = 0, which means physically that the entropy vanishes at zero smearing. Then F′(t) − c t vanishes at 0 and has slope F″(t) − c, so

|F′(t) − c t| ≤ M t²/2.

This is in turn the slope of F(t) − F(0) − c t²/2, which also vanishes at 0. A second integration gives

|F(s) − F(0) − c s²/2| ≤ M s³/6.

In the proof, `hslope` is the first integration and `h` the second.

```lean
/-- If `F'(0) = 0` and `|F'''| ≤ M` on `[0, s]`, the free energy at smearing `s` differs from its
zero-smearing value by `+ s² F''(0) / 2`, up to `M s³ / 6`. -/
theorem freeEnergy_error {F : ℝ → ℝ} {M s : ℝ} (hF : ContDiff ℝ 3 F) (h0 : deriv F 0 = 0)
    (hs : 0 ≤ s) (hM : ∀ t ∈ Icc 0 s, |deriv (deriv (deriv F)) t| ≤ M) :
    |F s - F 0 - s ^ 2 * deriv (deriv F) 0 / 2| ≤ M * s ^ 3 / 6 := by
  obtain ⟨h1, h2, -⟩ := hasDerivAt_chain hF
  set c := deriv (deriv F) 0 with hc
  -- first integration: the slope is linear up to a quadratic remainder
  have hg : ∀ t, HasDerivAt (fun t => deriv F t - t * c) (deriv (deriv F) t - c) t :=
    fun t => ((h2 t).fun_sub ((hasDerivAt_id' t).mul_const c)).congr_deriv (by ring)
  have hslope := abs_le_of_slope_le (C := M) 1 hg (by simp [h0])
    (fun t ht => by simpa using curvature_change hF hM t ht)
  -- second integration
  have hk : ∀ t, HasDerivAt (fun t => F t - F 0 - t * t * (c / 2)) (deriv F t - t * c) t :=
    fun t => (((h1 t).sub_const (F 0)).fun_sub
      (((hasDerivAt_id' t).fun_mul (hasDerivAt_id' t)).mul_const (c / 2))).congr_deriv (by ring)
  have h := abs_le_of_slope_le (C := M / 2) 2 hk (by simp)
    (fun t ht => (hslope t ht).trans (le_of_eq (by push_cast; ring))) s ⟨hs, le_rfl⟩
  calc |F s - F 0 - s ^ 2 * c / 2| = |F s - F 0 - s * s * (c / 2)| := by congr 1; ring
    _ ≤ _ := h
    _ = M * s ^ 3 / 6 := by push_cast; ring
```

For the internal energy,

E′(t) = F′(t) − F′(t) − t F″(t) = −t F″(t),

so E(t) − F(0) + c t²/2 has slope −t (F″(t) − c), of size at most M t². It vanishes at 0, and therefore

|E(s) − F(0) + c s²/2| ≤ M s³/3.

This estimate does not use F′(0) = 0.

```lean
/-- If `|F'''| ≤ M` on `[0, s]`, the internal energy at smearing `s` differs from the zero-smearing
energy by `- s² F''(0) / 2`, up to `M s³ / 3`. -/
theorem internalEnergy_error {F : ℝ → ℝ} {M s : ℝ} (hF : ContDiff ℝ 3 F)
    (hs : 0 ≤ s) (hM : ∀ t ∈ Icc 0 s, |deriv (deriv (deriv F)) t| ≤ M) :
    |internalEnergy F s - F 0 + s ^ 2 * deriv (deriv F) 0 / 2| ≤ M * s ^ 3 / 3 := by
  obtain ⟨h1, h2, -⟩ := hasDerivAt_chain hF
  set c := deriv (deriv F) 0 with hc
  have hk : ∀ t, HasDerivAt (fun t => F t - t * deriv F t - F 0 + t * t * (c / 2))
      (-(t * (deriv (deriv F) t - c))) t :=
    fun t => ((((h1 t).fun_sub ((hasDerivAt_id' t).fun_mul (h2 t))).sub_const (F 0)).fun_add
      (((hasDerivAt_id' t).fun_mul (hasDerivAt_id' t)).mul_const (c / 2))).congr_deriv (by ring)
  have h := abs_le_of_slope_le (C := M) 2 hk (by simp) (fun t ht => by
    rw [abs_neg, abs_mul, abs_of_nonneg ht.1]
    linarith [mul_le_mul_of_nonneg_left (curvature_change hF hM t ht) ht.1]) s ⟨hs, le_rfl⟩
  calc |internalEnergy F s - F 0 + s ^ 2 * c / 2|
      = |F s - s * deriv F s - F 0 + s * s * (c / 2)| := by
        congr 1; unfold internalEnergy entropy; ring
    _ ≤ _ := h
    _ = M * s ^ 3 / 3 := by push_cast; ring
```

## The quadratic term cancels in the mean

The errors +c s²/2 and −c s²/2 cancel in (E + F)/2. Adding the two remainders by the triangle inequality would leave M s³/4; following the mean directly gives a third of that. Set

d(t) = F′(t) − t F″(t).

Then d(0) = F′(0) = 0 and d′(t) = −t F‴(t), so |d′(t)| ≤ M t and

|d(t)| ≤ M t²/2.

The extrapolation error at width t is

r(t) = F(t) − t F′(t)/2 − F(0),

with r(0) = 0 and

r′(t) = F′(t) − F′(t)/2 − t F″(t)/2 = d(t)/2.

Hence |r′(t)| ≤ M t²/4, and a last integration gives

|(E(s) + F(s))/2 − F(0)| ≤ M s³/12.

The theorem states this for every s ≥ 0, given `ContDiff ℝ 3 F`, F′(0) = 0 and |F‴| ≤ M on [0, s]. In its proof, `hdefect` is the bound on d, `hk` identifies d/2 as the slope of r, and the closing `calc` rewrites r(s) in terms of E and F.

```lean
/-- **Extrapolation to zero smearing.** If `F'(0) = 0` and `|F'''| ≤ M` on `[0, s]`, then
`(E + F) / 2` at smearing `s` reproduces the zero-smearing energy to within `M s³ / 12`. -/
theorem extrapolatedEnergy_error {F : ℝ → ℝ} {M s : ℝ} (hF : ContDiff ℝ 3 F)
    (h0 : deriv F 0 = 0) (hs : 0 ≤ s)
    (hM : ∀ t ∈ Icc 0 s, |deriv (deriv (deriv F)) t| ≤ M) :
    |extrapolatedEnergy F s - F 0| ≤ M * s ^ 3 / 12 := by
  obtain ⟨h1, h2, h3⟩ := hasDerivAt_chain hF
  -- `F' - t F''` has slope `-t F'''`, hence is quadratically small
  have hg : ∀ t, HasDerivAt (fun t => deriv F t - t * deriv (deriv F) t)
      (-(t * deriv (deriv (deriv F)) t)) t :=
    fun t => ((h2 t).fun_sub ((hasDerivAt_id' t).fun_mul (h3 t))).congr_deriv (by ring)
  have hdefect := abs_le_of_slope_le (C := M) 1 hg (by simp [h0]) (fun t ht => by
    rw [abs_neg, abs_mul, abs_of_nonneg ht.1]
    linarith [mul_le_mul_of_nonneg_left (hM t ht) ht.1])
  -- half of it is the slope of the extrapolation error
  have hk : ∀ t, HasDerivAt (fun t => F t - t * deriv F t / 2 - F 0)
      ((deriv F t - t * deriv (deriv F) t) / 2) t :=
    fun t => (((h1 t).fun_sub (((hasDerivAt_id' t).fun_mul (h2 t)).div_const 2)).sub_const
      (F 0)).congr_deriv (by ring)
  have h := abs_le_of_slope_le (C := M / 4) 2 hk (by simp) (fun t ht => by
    have hd := hdefect t ht
    rw [abs_div, abs_two]
    norm_num at hd ⊢
    linarith) s ⟨hs, le_rfl⟩
  calc |extrapolatedEnergy F s - F 0| = |F s - s * deriv F s / 2 - F 0| := by
        congr 1; unfold extrapolatedEnergy internalEnergy entropy; ring
    _ ≤ _ := h
    _ = M * s ^ 3 / 12 := by push_cast; ring
```

In an electronic-structure calculation with Fermi–Dirac or Gaussian smearing, the step is one line of arithmetic on the output: from F and the printed term −sS, one forms F − (−sS)/2. For a free energy that meets the hypotheses, and a k-point mesh fine enough to represent it at the width s, this removes the quadratic smearing error from a single run. The run does not supply M, which depends on F over the whole interval [0, s]. The actual error can also be of higher order than the bound: for independent electrons in fixed bands, with a density of states that is smooth and non-zero near the Fermi energy, the expansion of F at small s has only even powers, and the error is of fourth order or smaller.

The condition F′(0) = 0 matters. Take Fermi–Dirac smearing and one non-interacting spin orbital at energy zero with its occupation held at 1/2. Its entropy is ln 2 at every width, so F(t) = −t ln 2. Here F‴ = 0, and M = 0 would promise an exact result. But E(s) = 0, so the mean is −(s ln 2)/2 while F(0) = 0. The error is linear in s.

## A cubic free energy attains the bound

Consider, with real constants a and b and with M ≥ 0,

F(t) = a + b t² + M t³/6.

```lean
/-- A model free energy with a quadratic and a cubic dependence on the smearing width. -/
def cubicFreeEnergy (a b M : ℝ) (t : ℝ) : ℝ := a + b * t ^ 2 + M / 6 * t ^ 3
```

Its derivatives are

F′(t) = 2b t + M t²/2, F″(t) = 2b + M t, F‴(t) = M,

so F′(0) = 0 and M is the smallest admissible bound. For s > 0, the entropy −F′ is non-negative and does not decrease with the width on [0, s] when b ≤ −M s/2; for other b the cubic serves only as a mathematical test. The extrapolation error is

F(s) − s F′(s)/2 − F(0) = b s² + M s³/6 − b s² − M s³/4 = −M s³/12.

Its size equals the bound for every s ≥ 0, so the constant 1/12 cannot be lowered. The theorem collects the smoothness, the zero slope, the constant third derivative and the exact error. In the proof, `e1` and `e2` compute the first two derivatives, and `hv` is the signed error above.

```lean
/-- For `M, s ≥ 0` the cubic model free energy is three times continuously differentiable, has zero
slope at zero smearing and constant third derivative `M`, and its extrapolation error at smearing
`s` has absolute value exactly `M s³ / 12`. -/
theorem extrapolatedEnergy_error_sharp (a b : ℝ) {M s : ℝ} (hM : 0 ≤ M) (hs : 0 ≤ s) :
    ContDiff ℝ 3 (cubicFreeEnergy a b M) ∧ deriv (cubicFreeEnergy a b M) 0 = 0 ∧
    (∀ t, deriv (deriv (deriv (cubicFreeEnergy a b M))) t = M) ∧
    |extrapolatedEnergy (cubicFreeEnergy a b M) s - cubicFreeEnergy a b M 0|
      = M * s ^ 3 / 12 := by
  have e1 : deriv (cubicFreeEnergy a b M) = fun t => 2 * b * t + M / 2 * t ^ 2 := by
    funext t
    refine HasDerivAt.deriv (((((hasDerivAt_pow 2 t).const_mul b).const_add a).fun_add
      ((hasDerivAt_pow 3 t).const_mul (M / 6))).congr_deriv ?_)
    simp only [Nat.cast_ofNat, Nat.reduceSub]
    ring
  have e2 : deriv (fun t : ℝ => 2 * b * t + M / 2 * t ^ 2) = fun t => 2 * b + M * t := by
    funext t
    refine HasDerivAt.deriv ((((hasDerivAt_id' t).const_mul (2 * b)).fun_add
      ((hasDerivAt_pow 2 t).const_mul (M / 2))).congr_deriv ?_)
    simp only [Nat.cast_ofNat, Nat.reduceSub]
    ring
  refine ⟨by unfold cubicFreeEnergy; fun_prop, by simp [e1], fun t => ?_, ?_⟩
  · rw [e1, e2]
    exact HasDerivAt.deriv ((((hasDerivAt_id' t).const_mul M).const_add (2 * b)).congr_deriv
      (by ring))
  · have hv : extrapolatedEnergy (cubicFreeEnergy a b M) s - cubicFreeEnergy a b M 0
        = -(M * s ^ 3 / 12) := by
      unfold extrapolatedEnergy internalEnergy entropy
      rw [e1]
      unfold cubicFreeEnergy
      ring
    rw [hv, abs_neg, abs_of_nonneg (by positivity)]

end

end ZeroSmearingExtrapolation
```

```lean
#print axioms ZeroSmearingExtrapolation.freeEnergy_error
#print axioms ZeroSmearingExtrapolation.internalEnergy_error
#print axioms ZeroSmearingExtrapolation.extrapolatedEnergy_error
#print axioms ZeroSmearingExtrapolation.extrapolatedEnergy_error_sharp
```

```
'ZeroSmearingExtrapolation.freeEnergy_error' depends on axioms: [propext, Classical.choice, Quot.sound]
'ZeroSmearingExtrapolation.internalEnergy_error' depends on axioms: [propext, Classical.choice, Quot.sound]
'ZeroSmearingExtrapolation.extrapolatedEnergy_error' depends on axioms: [propext, Classical.choice, Quot.sound]
'ZeroSmearingExtrapolation.extrapolatedEnergy_error_sharp' depends on axioms: [propext, Classical.choice, Quot.sound]
```
